# A Time-Reversal-Invariant Hamiltonian of a Spin 3/2 Is a Constant plus a Traceless Quadratic Form in the Spin

Let $H$ be a Hermitian $4\times4$ matrix acting on the states of a spin 3/2, and let $T$ be time reversal. Then $H$ commutes with $T$ if and only if

$$H = c\,1 + \sum_{a,b} Q_{ab}\,J_aJ_b$$

with $c$ real and $Q$ a real, symmetric, traceless $3\times3$ matrix. The pair $(c,Q)$ is unique. In the absence of a magnetic field, a spin quartet therefore has six real parameters: an energy offset and the five components of $Q$.

## Solving the symmetry condition

Number the basis states $e_0,e_1,e_2,e_3$ in the order $m=\tfrac32,\tfrac12,-\tfrac12,-\tfrac32$, and the spin components $J_0,J_1,J_2$ for $x,y,z$, in units of $\hbar$. Then $J_2$ is diagonal with entries $m$. The only nonzero entries of $J_0$ above the diagonal are $\tfrac{\sqrt3}2,1,\tfrac{\sqrt3}2$, next to it; those of $J_1$ are the same numbers times $-i$. The entries below follow by Hermiticity.

Time reversal is the antilinear map with
$$Te_0=e_3,\quad Te_1=-e_2,\quad Te_2=e_1,\quad Te_3=-e_0 .$$

It satisfies $TJ_a=-J_aT$. For $J_2$, this is because $T$ exchanges $m$ and $-m$. $J_0$ connects neighbouring states, for which the signs in $T$ alternate, and its entries are unchanged when the order of the basis is reversed; one minus sign results. For $J_1$, complex conjugation and the reversed order each add a further minus sign, and these two cancel.

**Quadratic forms commute with $T$.** Two sign changes give $TJ_aJ_b=J_aJ_bT$, and real coefficients pass through an antilinear map unchanged.

**The form of an invariant $H$.** Apply $TH=HT$ to $e_0$, using $\overline{H_{ji}}=H_{ij}$:
$$-H_{03}=H_{03},\quad H_{02}=H_{13},\quad -H_{01}=H_{23},\quad H_{00}=H_{33}.$$
On $e_1$, components 1 and 2 give $H_{12}=-H_{12}$ and $H_{11}=H_{22}$. With $a=H_{00}$ and $b=H_{11}$ real, $p=H_{01}$ and $q=H_{02}$,
$$H=\begin{pmatrix}a&p&q&0\\ \bar p&b&0&q\\ \bar q&0&b&-p\\ 0&\bar q&-\bar p&a\end{pmatrix}.$$

**Matching the parameters.** The diagonals of $J_0^2$ and $J_1^2$ begin with $\tfrac34,\tfrac74$, and that of $J_2^2$ with $\tfrac94,\tfrac14$. The sums $J_0J_1+J_1J_0$, $J_0J_2+J_2J_0$ and $J_1J_2+J_2J_1$ have zero diagonal. Since $Q_{00}+Q_{11}=-Q_{22}$,
$$a=c+\tfrac32Q_{22},\qquad b=c-\tfrac32Q_{22}.$$
The $(0,1)$ entries of $J_0J_2+J_2J_0$ and $J_1J_2+J_2J_1$ are $\sqrt3$ and $-i\sqrt3$. The $(0,2)$ entries of $J_0^2$, $J_1^2$ and $J_0J_1+J_1J_0$ are $\tfrac{\sqrt3}2$, $-\tfrac{\sqrt3}2$ and $-i\sqrt3$. No other terms contribute to these two positions, so
$$p=\sqrt3\,(Q_{02}-iQ_{12}),\qquad q=\sqrt3\left(\tfrac{Q_{00}-Q_{11}}2-iQ_{01}\right).$$
These equations have exactly one solution:
$$c=\tfrac{a+b}2,\quad Q_{22}=\tfrac{a-b}3,\quad Q_{02}=\tfrac{\operatorname{Re}p}{\sqrt3},\quad Q_{12}=-\tfrac{\operatorname{Im}p}{\sqrt3},\quad Q_{01}=-\tfrac{\operatorname{Im}q}{\sqrt3},$$
$$Q_{00}=-\tfrac{a-b}6+\tfrac{\operatorname{Re}q}{\sqrt3},\qquad Q_{11}=-\tfrac{a-b}6-\tfrac{\operatorname{Re}q}{\sqrt3}.$$
The spin Hamiltonian is Hermitian and commutes with $T$, so it has the same matrix form as $H$. Agreement in $a,b,p,q$ is agreement everywhere.

**Hermiticity.** This hypothesis can't be weakened to normality. The normal matrix $iJ_2$ commutes with $T$, because both $i$ and $J_2$ change sign, but it is not Hermitian, while every matrix of the stated form is.

## Reading off a zero-field splitting

An electronic-structure calculation with spin-orbit coupling can yield an effective $4\times4$ Hamiltonian for an isolated spin quartet. Suppose that, in cm⁻¹, $a=6$, $b=2$, $p=0$ and $q=\sqrt3/2$. The formulas give $c=4$, $Q_{22}=\tfrac43$ and $(Q_{00}-Q_{11})/2=\tfrac12$. Since $p=0$ and $q$ is real, $Q$ is diagonal: $x,y,z$ are its principal axes. The usual zero-field splitting parameters, which are defined in such axes, are then $D=\tfrac32Q_{22}=2$ and $E=(Q_{00}-Q_{11})/2=\tfrac12$. The levels are two doublets at $4\pm\sqrt{D^2+3E^2}$, about 4.36 cm⁻¹ apart.

What the hypotheses leave to the user is to write the effective Hamiltonian in the basis of the $m$ states of a spin 3/2, not in that of its own eigenstates, with relative phases such that the spin components have the matrices given above. Time reversal reverses these components, so it acts as $T$ does, up to a constant phase that doesn't affect the result.

## The spin matrices, time reversal and the Hamiltonian in Lean

```lean
import Mathlib

open Matrix ComplexConjugate

namespace SpinThreeHalvesTimeReversal

noncomputable section
```

The index type `Fin 3` labels $x,y,z$ as 0, 1, 2, and `Fin 4` labels the basis states.

```lean
/-- The standard spin-3/2 matrices Jx, Jy, Jz (in units of ħ), in the basis
m = 3/2, 1/2, -1/2, -3/2. -/
def J : Fin 3 → Matrix (Fin 4) (Fin 4) ℂ :=
  ![!![0, (√3 : ℝ) / 2, 0, 0; (√3 : ℝ) / 2, 0, 1, 0;
       0, 1, 0, (√3 : ℝ) / 2; 0, 0, (√3 : ℝ) / 2, 0],
    !![0, -Complex.I * ((√3 : ℝ) / 2), 0, 0;
       Complex.I * ((√3 : ℝ) / 2), 0, -Complex.I, 0;
       0, Complex.I, 0, -Complex.I * ((√3 : ℝ) / 2);
       0, 0, Complex.I * ((√3 : ℝ) / 2), 0],
    !![3 / 2, 0, 0, 0; 0, 1 / 2, 0, 0; 0, 0, -1 / 2, 0; 0, 0, 0, -3 / 2]]
```

The arrow `→ₛₗ[starRingEnd ℂ]` denotes a conjugate-linear map, so antilinearity is part of the type of `timeReversal`. The formula acts on amplitudes and agrees with the action on $e_0,\dots,e_3$ given above.

```lean
/-- The time reversal T of a spin 3/2, an antilinear map: conjugate the amplitudes,
exchange m and -m, and alternate the signs. -/
def timeReversal : (Fin 4 → ℂ) →ₛₗ[starRingEnd ℂ] (Fin 4 → ℂ) where
  toFun x := ![-conj (x 3), conj (x 2), -conj (x 1), conj (x 0)]
  map_add' x y := by ext i; fin_cases i <;> simp [add_comm]
  map_smul' c x := by ext i; fin_cases i <;> simp
```

Any other antiunitary map that reverses all $J_a$ is this one times a phase: composed with $T^{-1}$ it is linear and commutes with the irreducible $J_a$. A phase doesn't affect which $H$ commute with the map. This remark is ordinary mathematics; the Lean theorems concern the explicit `timeReversal`.

In the Hamiltonian, the reality of $c$ and $Q$ is fixed by their types, while symmetry and vanishing trace enter later as conditions. The sum runs over all ordered pairs, so each off-diagonal coefficient occurs twice.

```lean
/-- The spin Hamiltonian c 1 + Σ Q_ab J_a J_b with real coefficients. -/
def spinHamiltonian (c : ℝ) (Q : Matrix (Fin 3) (Fin 3) ℝ) : Matrix (Fin 4) (Fin 4) ℂ :=
  (c : ℂ) • 1 + ∑ a, ∑ b, (Q a b : ℂ) • (J a * J b)
```

## Reversal of the spin and invariance of the quadratic form

The relation $TJ_a=-J_aT$ is checked for each spin component and each amplitude.

```lean
/-- Time reversal reverses every spin component: T J_a = -J_a T. -/
theorem timeReversal_reverses (a : Fin 3) (x : Fin 4 → ℂ) :
    timeReversal (J a *ᵥ x) = -(J a *ᵥ timeReversal x) := by
  have c2 : conj (2 : ℂ) = 2 := Complex.conj_eq_iff_im.mpr (by simp)
  have c3 : conj (3 : ℂ) = 3 := Complex.conj_eq_iff_im.mpr (by simp)
  ext i
  fin_cases a <;> fin_cases i <;>
    simp [J, timeReversal, dotProduct, Fin.sum_univ_four, c2, c3] <;> ring
```

The expression `star x ⬝ᵥ y` is the inner product $\langle x,y\rangle$. Together with the reversal of the spin, antiunitarity confirms that the map is a proper time reversal; the later proofs don't use antiunitarity.

```lean
/-- Time reversal is antiunitary: it turns ⟨x, y⟩ into ⟨y, x⟩. -/
theorem timeReversal_antiunitary (x y : Fin 4 → ℂ) :
    star (timeReversal x) ⬝ᵥ timeReversal y = star y ⬝ᵥ x := by
  simp [timeReversal, dotProduct, Fin.sum_univ_four]
  ring
```

Next, $T$ is moved through the sum. `timeReversal_reverses` applies twice to each product, and `neg_neg` cancels the signs. Symmetry of $Q$ plays no part here.

```lean
/-- The spin Hamiltonian commutes with time reversal, for any real c and Q. -/
theorem spinHamiltonian_commutes (c : ℝ) (Q : Matrix (Fin 3) (Fin 3) ℝ) (x : Fin 4 → ℂ) :
    timeReversal (spinHamiltonian c Q *ᵥ x) = spinHamiltonian c Q *ᵥ timeReversal x := by
  -- two sign changes cancel in every product of two spin components
  simp only [spinHamiltonian, Fin.sum_univ_three, Matrix.add_mulVec, Matrix.smul_mulVec,
    Matrix.one_mulVec, ← Matrix.mulVec_mulVec, map_add, map_smulₛₗ, Complex.conj_ofReal,
    timeReversal_reverses, Matrix.mulVec_neg, neg_neg]
```

It does for Hermiticity: the adjoint turns $J_aJ_b$ into $J_bJ_a$, and $Q_{ab}=Q_{ba}$ restores the sum.

```lean
/-- The spin Hamiltonian is Hermitian if the real matrix Q is symmetric. -/
theorem spinHamiltonian_isHermitian (c : ℝ) (Q : Matrix (Fin 3) (Fin 3) ℝ) (hs : Q.IsSymm) :
    (spinHamiltonian c Q).IsHermitian := by
  have hJ : ∀ a, (J a)ᴴ = J a := by
    intro a
    ext i j
    fin_cases a <;> fin_cases i <;> fin_cases j <;> simp [J]
  unfold Matrix.IsHermitian
  simp only [spinHamiltonian, Fin.sum_univ_three, conjTranspose_add, conjTranspose_smul,
    conjTranspose_mul, conjTranspose_one, hJ, Complex.star_def, Complex.conj_ofReal,
    hs.apply 0 1, hs.apply 0 2, hs.apply 1 2]
  abel
```

## Four matrix elements that determine everything

This lemma contains the formulas for $a,b,p,q$. The trace condition eliminates $Q_{22}$ (`h22`), and `hr` supplies $(\sqrt3)^2=3$.

```lean
set_option maxHeartbeats 400000 in
/-- Four matrix elements of the spin Hamiltonian for a symmetric traceless Q. -/
theorem spinHamiltonian_entries (c : ℝ) (Q : Matrix (Fin 3) (Fin 3) ℝ) (hs : Q.IsSymm)
    (ht : Q.trace = 0) :
    spinHamiltonian c Q 0 0 = ((c + 3 / 2 * Q 2 2 : ℝ) : ℂ) ∧
    spinHamiltonian c Q 1 1 = ((c - 3 / 2 * Q 2 2 : ℝ) : ℂ) ∧
    spinHamiltonian c Q 0 1 = (√3 : ℝ) * (Q 0 2 - Q 1 2 * Complex.I) ∧
    spinHamiltonian c Q 0 2 = (√3 : ℝ) * ((Q 0 0 - Q 1 1) / 2 - Q 0 1 * Complex.I) := by
  have hr : ((√3 : ℝ) : ℂ) ^ 2 = 3 := by
    rw [← Complex.ofReal_pow, Real.sq_sqrt (by norm_num)]; norm_num
  have h22 : Q 2 2 = -Q 0 0 - Q 1 1 := by
    simp only [Matrix.trace, Matrix.diag_apply, Fin.sum_univ_three] at ht
    linarith
  refine ⟨?_, ?_, ?_, ?_⟩ <;>
    simp [spinHamiltonian, J, Fin.sum_univ_three, hs.apply 0 1, hs.apply 0 2, hs.apply 1 2, h22] <;>
    first
    | ring1
    | (ring_nf; simp only [Complex.I_sq, hr]; ring1)
```

The matrix form of an invariant $H$ appears as a vanishing statement: if $a,b,p,q$ are zero, so is $H$. The equations `a0` to `a3` are the components of $TH=HT$ on $e_0$, and `b1` and `b2` are those on $e_1$. They give the upper triangle, and Hermiticity (`low`) gives the rest.

```lean
/-- A Hermitian matrix that commutes with time reversal vanishes if its entries (0,0), (1,1), (0,1)
and (0,2) vanish. -/
theorem eq_zero_of_entries (H : Matrix (Fin 4) (Fin 4) ℂ) (hH : H.IsHermitian)
    (h : ∀ x, timeReversal (H *ᵥ x) = H *ᵥ timeReversal x)
    (d00 : H 0 0 = 0) (d11 : H 1 1 = 0) (d01 : H 0 1 = 0) (d02 : H 0 2 = 0) : H = 0 := by
  have hh : ∀ i j, conj (H j i) = H i j := fun i j => hH.apply i j
  -- matrix elements of T H = H T on the first two basis states
  have a0 : -conj (H 3 0) = H 0 3 := by
    simpa [timeReversal, Matrix.mulVec, dotProduct, Fin.sum_univ_four] using
      congrFun (h ![1, 0, 0, 0]) 0
  have a1 : conj (H 2 0) = H 1 3 := by
    simpa [timeReversal, Matrix.mulVec, dotProduct, Fin.sum_univ_four] using
      congrFun (h ![1, 0, 0, 0]) 1
  have a2 : -conj (H 1 0) = H 2 3 := by
    simpa [timeReversal, Matrix.mulVec, dotProduct, Fin.sum_univ_four] using
      congrFun (h ![1, 0, 0, 0]) 2
  have a3 : conj (H 0 0) = H 3 3 := by
    simpa [timeReversal, Matrix.mulVec, dotProduct, Fin.sum_univ_four] using
      congrFun (h ![1, 0, 0, 0]) 3
  have b1 : conj (H 2 1) = -H 1 2 := by
    simpa [timeReversal, Matrix.mulVec, dotProduct, Fin.sum_univ_four] using
      congrFun (h ![0, 1, 0, 0]) 1
  have b2 : conj (H 1 1) = H 2 2 := by
    simpa [timeReversal, Matrix.mulVec, dotProduct, Fin.sum_univ_four] using
      congrFun (h ![0, 1, 0, 0]) 2
  rw [hh] at a0 a1 a2 a3 b1 b2
  have z03 : H 0 3 = 0 := by linear_combination (-1 / 2) * a0
  have z12 : H 1 2 = 0 := by linear_combination (1 / 2) * b1
  have z13 : H 1 3 = 0 := a1.symm.trans d02
  have z23 : H 2 3 = 0 := by linear_combination -a2 - d01
  have z33 : H 3 3 = 0 := a3.symm.trans d00
  have z22 : H 2 2 = 0 := b2.symm.trans d11
  have low : ∀ i j, H i j = 0 → H j i = 0 := fun i j h0 => by rw [← hh j i, h0, map_zero]
  have all : ∀ i j, H i j = 0 := by
    intro i j
    fin_cases i <;> fin_cases j <;> first | assumption | (apply low; assumption)
  exact Matrix.ext all
```

For uniqueness, two equal spin Hamiltonians are compared in the four entries. Cancelling $\sqrt3$ and taking real and imaginary parts gives the off-diagonal elements of $Q$ and the difference $Q_{00}-Q_{11}$. The diagonal entries and the trace conditions supply the remaining values.

```lean
/-- The constant c and the symmetric traceless Q are determined by the spin Hamiltonian. -/
theorem spinHamiltonian_unique {c c' : ℝ} {Q Q' : Matrix (Fin 3) (Fin 3) ℝ}
    (hs : Q.IsSymm) (ht : Q.trace = 0) (hs' : Q'.IsSymm) (ht' : Q'.trace = 0)
    (h : spinHamiltonian c Q = spinHamiltonian c' Q') : c = c' ∧ Q = Q' := by
  obtain ⟨s0, s1, sp, sq⟩ := spinHamiltonian_entries c Q hs ht
  obtain ⟨t0, t1, tp, tq⟩ := spinHamiltonian_entries c' Q' hs' ht'
  rw [h] at s0 s1 sp sq
  have hr : ((√3 : ℝ) : ℂ) ≠ 0 := Complex.ofReal_ne_zero.mpr (by simp)
  have e0 := Complex.ofReal_injective (s0.symm.trans t0)
  have e1 := Complex.ofReal_injective (s1.symm.trans t1)
  have hp := mul_left_cancel₀ hr (sp.symm.trans tp)
  have hq := mul_left_cancel₀ hr (sq.symm.trans tq)
  have q02 : Q 0 2 = Q' 0 2 := by simpa using congrArg Complex.re hp
  have q12 : Q 1 2 = Q' 1 2 := by simpa using congrArg Complex.im hp
  have d : (Q 0 0 - Q 1 1) / 2 = (Q' 0 0 - Q' 1 1) / 2 := by
    simpa using congrArg Complex.re hq
  have q01 : Q 0 1 = Q' 0 1 := by simpa using congrArg Complex.im hq
  simp only [Matrix.trace, Matrix.diag_apply, Fin.sum_univ_three] at ht ht'
  have q22 : Q 2 2 = Q' 2 2 := by linarith
  have q00 : Q 0 0 = Q' 0 0 := by linarith
  have q11 : Q 1 1 = Q' 1 1 := by linarith
  have q10 : Q 1 0 = Q' 1 0 := by rw [hs.apply 0 1, hs'.apply 0 1, q01]
  have q20 : Q 2 0 = Q' 2 0 := by rw [hs.apply 0 2, hs'.apply 0 2, q02]
  have q21 : Q 2 1 = Q' 2 1 := by rw [hs.apply 1 2, hs'.apply 1 2, q12]
  refine ⟨by linarith, ?_⟩
  ext i j
  fin_cases i <;> fin_cases j <;> assumption
```

## The equivalence for Hermitian matrices

Hermiticity of $H$ is assumed for the whole equivalence. The quantifier `∃!` ranges over pairs `p`, with `p.1` as $c$ and `p.2` as $Q$, and says that exactly one pair meets all three conditions.

In the forward direction, the proof writes down the solution for $Q$ found above and takes $c=(a+b)/2$. The difference between $H$ and this spin Hamiltonian is Hermitian, commutes with $T$ and vanishes in the four entries, so `eq_zero_of_entries` makes it zero. `spinHamiltonian_unique` excludes a second pair. The reverse direction is `spinHamiltonian_commutes`.

```lean
/-- A Hermitian matrix on the states of a spin 3/2 commutes with time reversal if and only if
it equals c 1 + Σ Q_ab J_a J_b for exactly one pair of a real c and a real symmetric
traceless Q. -/
theorem commutes_iff_spinHamiltonian (H : Matrix (Fin 4) (Fin 4) ℂ) (hH : H.IsHermitian) :
    (∀ x, timeReversal (H *ᵥ x) = H *ᵥ timeReversal x) ↔
      ∃! p : ℝ × Matrix (Fin 3) (Fin 3) ℝ,
        p.2.IsSymm ∧ p.2.trace = 0 ∧ H = spinHamiltonian p.1 p.2 := by
  constructor
  · intro h
    obtain ⟨a, ha⟩ : ∃ a : ℝ, (a : ℂ) = H 0 0 := ⟨_, Complex.conj_eq_iff_re.mp (hH.apply 0 0)⟩
    obtain ⟨b, hb⟩ : ∃ b : ℝ, (b : ℂ) = H 1 1 := ⟨_, Complex.conj_eq_iff_re.mp (hH.apply 1 1)⟩
    obtain ⟨p, hp⟩ : ∃ p, p = H 0 1 := ⟨_, rfl⟩
    obtain ⟨q, hq⟩ : ∃ q, q = H 0 2 := ⟨_, rfl⟩
    -- solve the four matrix elements for c and Q
    let Q : Matrix (Fin 3) (Fin 3) ℝ :=
      !![-(a - b) / 6 + q.re / √3, -q.im / √3, p.re / √3;
         -q.im / √3, -(a - b) / 6 - q.re / √3, -p.im / √3;
         p.re / √3, -p.im / √3, (a - b) / 3]
    have hs : Q.IsSymm := by
      ext i j
      fin_cases i <;> fin_cases j <;> rfl
    have ht : Q.trace = 0 := by
      simp [Q, Matrix.trace, Fin.sum_univ_three]
      ring
    obtain ⟨s0, s1, sp, sq⟩ := spinHamiltonian_entries ((a + b) / 2) Q hs ht
    have hHQ : H = spinHamiltonian ((a + b) / 2) Q := by
      refine sub_eq_zero.mp (eq_zero_of_entries _
        (hH.sub (spinHamiltonian_isHermitian _ Q hs)) ?_ ?_ ?_ ?_ ?_)
      · intro x
        simp only [Matrix.sub_mulVec, map_sub, h, spinHamiltonian_commutes]
      · rw [Matrix.sub_apply, s0, ← ha, sub_eq_zero]
        exact congrArg Complex.ofReal (by simp [Q]; ring)
      · rw [Matrix.sub_apply, s1, ← hb, sub_eq_zero]
        exact congrArg Complex.ofReal (by simp [Q]; ring)
      · rw [Matrix.sub_apply, sp, ← hp, sub_eq_zero]
        apply Complex.ext <;> simp [Q] <;> field_simp
      · rw [Matrix.sub_apply, sq, ← hq, sub_eq_zero]
        apply Complex.ext <;> simp [Q] <;> field_simp
    refine ⟨((a + b) / 2, Q), ⟨hs, ht, hHQ⟩, ?_⟩
    rintro ⟨c', Q'⟩ ⟨hs', ht', hQ'⟩
    obtain ⟨h1, h2⟩ := spinHamiltonian_unique hs' ht' hs ht (hQ'.symm.trans hHQ)
    exact Prod.ext h1 h2
  · rintro ⟨⟨c, Q⟩, ⟨-, -, hQ⟩, -⟩ x
    rw [hQ]
    exact spinHamiltonian_commutes c Q x

end

end SpinThreeHalvesTimeReversal
```

```lean
#print axioms SpinThreeHalvesTimeReversal.timeReversal_antiunitary
-- 'SpinThreeHalvesTimeReversal.timeReversal_antiunitary' depends on axioms: [propext, Classical.choice, Quot.sound]
#print axioms SpinThreeHalvesTimeReversal.commutes_iff_spinHamiltonian
-- 'SpinThreeHalvesTimeReversal.commutes_iff_spinHamiltonian' depends on axioms: [propext, Classical.choice, Quot.sound]
```
